# Power iteration with a symmetric operator has nondecreasing growth ratios

## Two levels and four vectors

Take the 2 × 2 diagonal matrix A with entries 2 and 1, and apply it repeatedly to x = (1, 1). The vectors are

(1, 1), (2, 1), (4, 1), (8, 1),

with norms √2, √5, √17, √65. Each application stretches the vector by a factor, and the first three factors are

√(5/2) ≈ 1.581, √(17/5) ≈ 1.844, √(65/17) ≈ 1.955.

They rise towards 2, the larger eigenvalue. The first increase can be traced to a single inner product. Since A is symmetric,

‖Ax‖² = ⟨x, A²x⟩ = 4 + 1 = 5,

and the Cauchy–Schwarz inequality bounds this by ‖x‖ ‖A²x‖ = √34 ≈ 5.83. Dividing 5 ≤ √34 by ‖x‖ ‖Ax‖ says that the second factor is at least the first. Nothing in this argument depends on the dimension or on A being diagonal.

## The stretching factor as an eigenvalue estimate

Power iteration looks for an eigenvalue of largest magnitude by applying an operator A again and again to a starting vector x. Write

rₖ = ‖A^(k+1) x‖ / ‖A^k x‖, k = 0, 1, 2, …

for the growth ratio of step k. A program usually normalises at every step. With u = A^k x / ‖A^k x‖ the ratio is rₖ = ‖Au‖, and for symmetric A

rₖ² = ⟨u, A²u⟩,

so rₖ is the root-mean-square value of the observable A in the normalised state u. It is not the Rayleigh quotient ⟨u, Au⟩, which carries a sign.

For a Hamiltonian given as a finite Hermitian matrix H with lowest level E₀ and highest level Eₘₐₓ, one can iterate with A = s − H, where the real shift s lies above (E₀ + Eₘₐₓ)/2. If the starting vector overlaps a ground state, s − rₖ then approaches E₀ from above and never rises along the way.

## What is claimed, and for which operators

Let A be a symmetric operator on a real or complex inner-product space. There are four main statements.

1. For every x and k, ‖A^(k+1) x‖² ≤ ‖A^k x‖ ‖A^(k+2) x‖.
2. If Ax ≠ 0, no iterate vanishes, and the ratios rₖ are positive and nondecreasing.
3. If Ax ≠ 0, then rₖ₊₁ = rₖ exactly when A²y = c y for some real c > 0, where y = A^k x.
4. Suppose Av = μv with μ real and nonzero, ‖Aw‖ ≤ |μ| ‖w‖ for all w, and ⟨v, x⟩ ≠ 0. Then 0 < rₖ ≤ |μ| for all k, and rₖ → |μ|.

In Lean, `𝕜` is ℝ or ℂ and `E` is the space of states, of any dimension and not necessarily complete. The operator is a linear map `A : E →ₗ[𝕜] E`, and `A.IsSymmetric` means ⟨Ay, z⟩ = ⟨y, Az⟩ for all y and z. For a matrix in an orthonormal basis this is the Hermitian condition. The inner product `inner 𝕜 v x` is linear in its second argument, as in Dirac notation. The ratio rₖ is `growthRatio A x k`, formed from the unnormalised iterates `(A ^ k) x`. The cast `(μ : 𝕜)` reads the real number μ as a scalar of the space.

Because A maps all of E into E, a differential operator that leads out of its own domain is not of this type. The bound `hdom` in statement 4 says that no state is stretched by more than |μ| in one step. In finite dimension the spectral theorem supplies such a μ for every nonzero symmetric A; here its existence is a hypothesis. No gap to the other eigenvalues is required, and no rate of convergence is given.

Statement 4 concerns the ratios and not the vectors. The diagonal matrix with entries 1 and −1, applied to (1, 1), gives rₖ = 1 at every step while the iterates alternate between (1, 1) and (1, −1). The same example shows how to read statement 3: a ratio that has stopped changing signals an eigenvector of A², which may mix eigenvectors of A with eigenvalues √c and −√c.

The theorems assume exact arithmetic. In floating-point arithmetic, rounding can make a computed ratio slightly smaller than the one before it.

## From Cauchy–Schwarz to monotone ratios

Fix k and write y = A^k x. Symmetry moves one factor of A across the inner product:

⟨y, A²y⟩ = ⟨Ay, Ay⟩ = ‖Ay‖².

The real part of a number is at most its modulus, and Cauchy–Schwarz bounds the modulus, so

‖Ay‖² ≤ ‖y‖ ‖A²y‖.

This is statement 1. It also shows that A²y = 0 forces Ay = 0. Hence, if Ax ≠ 0, then A²x ≠ 0, then A³x ≠ 0, and so on; x itself is nonzero because A0 = 0. All norms are therefore positive, and division by ‖y‖ ‖Ay‖ gives

rₖ = ‖Ay‖ / ‖y‖ ≤ ‖A²y‖ / ‖Ay‖ = rₖ₊₁.

## When two successive ratios agree

For real c, expanding the square and using symmetry gives

‖A²y − c y‖² = ‖A²y‖² − 2c ‖Ay‖² + c² ‖y‖².

Suppose rₖ₊₁ = rₖ, which means ‖A²y‖ ‖y‖ = ‖Ay‖². Choose c = ‖A²y‖ / ‖y‖, which is positive. Then c ‖Ay‖² = ‖A²y‖² and c² ‖y‖² = ‖A²y‖², so the right-hand side is

‖A²y‖² − 2‖A²y‖² + ‖A²y‖² = 0,

and A²y = c y.

Conversely, let A²y = c y with c > 0. Then ‖Ay‖² = ⟨y, A²y⟩ = c ‖y‖², while ‖A²y‖ = c ‖y‖. Hence ‖A²y‖ ‖y‖ = ‖Ay‖², and the two ratios agree.

## Convergence without a gap

Under the hypotheses of statement 4, symmetry gives ⟨v, Aw⟩ = ⟨Av, w⟩ = μ⟨v, w⟩ for every w, and therefore

⟨v, A^k x⟩ = μ^k ⟨v, x⟩.

For k = 1 the right-hand side is nonzero, so Ax ≠ 0 and the ratios are positive and nondecreasing. The bound on A, applied to w = A^k x, gives rₖ ≤ |μ|. A nondecreasing bounded sequence converges to its least upper bound, so it remains to exclude an upper bound L < |μ|.

Suppose rₖ ≤ L for all k. Then L > 0, and multiplying the ratios gives ‖A^k x‖ ≤ L^k ‖x‖. By Cauchy–Schwarz,

|μ|^k |⟨v, x⟩| = |⟨v, A^k x⟩| ≤ ‖v‖ ‖A^k x‖ ≤ ‖v‖ ‖x‖ L^k.

Dividing by |μ|^k,

|⟨v, x⟩| ≤ ‖v‖ ‖x‖ (L/|μ|)^k.

The right-hand side tends to 0 as k grows, which contradicts ⟨v, x⟩ ≠ 0.

## The complete Lean source

```lean
import Mathlib

open Filter Topology

namespace PowerIterationGrowth

variable {𝕜 E : Type*} [RCLike 𝕜] [NormedAddCommGroup E] [InnerProductSpace 𝕜 E]

/-- The growth ratio `‖A^(k+1) x‖ / ‖A^k x‖` of step `k` of the power iteration,
meaningful when `A^k x ≠ 0`. -/
noncomputable def growthRatio (A : E →ₗ[𝕜] E) (x : E) (k : ℕ) : ℝ :=
  ‖(A ^ (k + 1)) x‖ / ‖(A ^ k) x‖

/-- Each iterate is obtained by applying `A` to the previous one. -/
theorem iterate_succ (A : E →ₗ[𝕜] E) (x : E) (k : ℕ) :
    (A ^ (k + 1)) x = A ((A ^ k) x) := by
  rw [pow_succ']
  rfl

/-- For a symmetric operator, the real part of the inner product `⟨y, A² y⟩` is `‖A y‖²`. -/
theorem re_inner_apply_apply {A : E →ₗ[𝕜] E} (hA : A.IsSymmetric) (y : E) :
    RCLike.re (inner 𝕜 y (A (A y))) = ‖A y‖ ^ 2 := by
  rw [← hA y (A y)]
  exact inner_self_eq_norm_sq (𝕜 := 𝕜) (A y)

/-- For a symmetric operator, `‖A y‖²` is at most `‖y‖ ‖A² y‖`. -/
theorem norm_sq_apply_le {A : E →ₗ[𝕜] E} (hA : A.IsSymmetric) (y : E) :
    ‖A y‖ ^ 2 ≤ ‖y‖ * ‖A (A y)‖ := by
  rw [← re_inner_apply_apply hA y]
  exact (RCLike.re_le_norm _).trans (norm_inner_le_norm _ _)

/-- The norms of the power iterates of a symmetric operator are log-convex in the
step number. -/
theorem norm_sq_iterate_le {A : E →ₗ[𝕜] E} (hA : A.IsSymmetric) (x : E) (k : ℕ) :
    ‖(A ^ (k + 1)) x‖ ^ 2 ≤ ‖(A ^ k) x‖ * ‖(A ^ (k + 2)) x‖ := by
  have h := norm_sq_apply_le hA ((A ^ k) x)
  rw [← iterate_succ, ← iterate_succ] at h
  exact h

/-- If a symmetric operator does not annihilate the starting vector, then no power
iterate vanishes. -/
theorem iterate_ne_zero {A : E →ₗ[𝕜] E} (hA : A.IsSymmetric) {x : E}
    (hx : A x ≠ 0) (k : ℕ) : (A ^ k) x ≠ 0 := by
  have key : ∀ j : ℕ, A ((A ^ j) x) ≠ 0 := by
    intro j
    induction j with
    | zero => simpa using hx
    | succ j ih =>
      rw [iterate_succ]
      intro h
      -- a vanishing second application would force the first one to vanish
      have h1 := norm_sq_apply_le hA ((A ^ j) x)
      rw [h, norm_zero, mul_zero] at h1
      exact absurd h1 (not_le_of_gt (pow_pos (norm_pos_iff.2 ih) 2))
  intro h
  apply key k
  rw [h, map_zero]

/-- If a symmetric operator does not annihilate the starting vector, the growth ratios
of the power iteration are positive and never decrease. -/
theorem growthRatio_pos_and_monotone {A : E →ₗ[𝕜] E} (hA : A.IsSymmetric) {x : E}
    (hx : A x ≠ 0) :
    (∀ k, 0 < growthRatio A x k) ∧ Monotone (growthRatio A x) := by
  have hpos : ∀ k, 0 < ‖(A ^ k) x‖ := fun k => norm_pos_iff.2 (iterate_ne_zero hA hx k)
  refine ⟨fun k => div_pos (hpos (k + 1)) (hpos k), monotone_nat_of_le_succ fun k => ?_⟩
  have h : ‖(A ^ (k + 1)) x‖ ^ 2 ≤ ‖(A ^ k) x‖ * ‖(A ^ (k + 1 + 1)) x‖ :=
    norm_sq_iterate_le hA x k
  unfold growthRatio
  rw [div_le_div_iff₀ (hpos k) (hpos (k + 1))]
  linarith

/-- The squared residual of `y` as an approximate eigenvector of `A²` with real trial
eigenvalue `c`, for symmetric `A`, expressed through the norms of `y`, `A y` and `A² y`. -/
theorem residual_norm_sq {A : E →ₗ[𝕜] E} (hA : A.IsSymmetric) (y : E) (c : ℝ) :
    ‖A (A y) - (c : 𝕜) • y‖ ^ 2 =
      ‖A (A y)‖ ^ 2 - 2 * c * ‖A y‖ ^ 2 + c ^ 2 * ‖y‖ ^ 2 := by
  rw [norm_sub_sq (𝕜 := 𝕜), inner_smul_right, RCLike.re_ofReal_mul, hA (A y) y,
    inner_self_eq_norm_sq, norm_smul, RCLike.norm_ofReal, mul_pow, sq_abs]
  ring

/-- For a symmetric operator that does not annihilate the starting vector, two successive
growth ratios agree exactly when the current iterate is an eigenvector of `A²` with a
positive eigenvalue. -/
theorem growthRatio_succ_eq_iff {A : E →ₗ[𝕜] E} (hA : A.IsSymmetric) {x : E}
    (hx : A x ≠ 0) (k : ℕ) :
    growthRatio A x (k + 1) = growthRatio A x k ↔
      ∃ c : ℝ, 0 < c ∧ A (A ((A ^ k) x)) = (c : 𝕜) • (A ^ k) x := by
  have h0 := norm_pos_iff.2 (iterate_ne_zero hA hx k)
  have h1 := norm_pos_iff.2 (iterate_ne_zero hA hx (k + 1))
  have h2 := norm_pos_iff.2 (iterate_ne_zero hA hx (k + 1 + 1))
  simp only [growthRatio, iterate_succ] at h1 h2 ⊢
  generalize (A ^ k) x = y at h0 h1 h2 ⊢
  rw [div_eq_div_iff h1.ne' h0.ne']
  constructor
  · intro h
    refine ⟨‖A (A y)‖ / ‖y‖, div_pos h2 h0, ?_⟩
    -- the residual vanishes for this choice of eigenvalue
    have hr := residual_norm_sq hA y (‖A (A y)‖ / ‖y‖)
    have hz : ‖A (A y)‖ ^ 2 - 2 * (‖A (A y)‖ / ‖y‖) * ‖A y‖ ^ 2
        + (‖A (A y)‖ / ‖y‖) ^ 2 * ‖y‖ ^ 2 = 0 := by
      have hc : ‖A (A y)‖ / ‖y‖ * ‖y‖ = ‖A (A y)‖ := div_mul_cancel₀ _ h0.ne'
      generalize ‖A (A y)‖ / ‖y‖ = c at hc ⊢
      rw [← hc] at h ⊢
      linear_combination 2 * c * h
    rw [hz] at hr
    exact sub_eq_zero.1 (norm_eq_zero.1 (pow_eq_zero_iff (two_ne_zero)|>.1 hr))
  · rintro ⟨c, hc, h⟩
    have h3 := re_inner_apply_apply hA y
    rw [h, inner_smul_right, RCLike.re_ofReal_mul, inner_self_eq_norm_sq] at h3
    rw [h, norm_smul, RCLike.norm_ofReal, abs_of_pos hc]
    linear_combination h3

/-- The overlap of the iterates with an eigenvector of a symmetric operator is multiplied
by the real eigenvalue `μ` at every step. -/
theorem inner_iterate {A : E →ₗ[𝕜] E} (hA : A.IsSymmetric) {μ : ℝ} {v : E}
    (hv : A v = (μ : 𝕜) • v) (x : E) (k : ℕ) :
    inner 𝕜 v ((A ^ k) x) = (μ : 𝕜) ^ k * inner 𝕜 v x := by
  induction k with
  | zero => simp
  | succ k ih =>
    rw [iterate_succ, ← hA v, hv, inner_smul_left, RCLike.conj_ofReal, ih]
    ring

/-- Let a symmetric operator have an eigenvector `v` with nonzero eigenvalue `μ`, let `|μ|`
bound the operator, and let the starting vector overlap `v`. Then the growth ratios are
positive, never exceed `|μ|`, and converge to `|μ|`. -/
theorem growthRatio_tendsto {A : E →ₗ[𝕜] E} (hA : A.IsSymmetric) {μ : ℝ} {v x : E}
    (hμ : μ ≠ 0) (hv : A v = (μ : 𝕜) • v) (hdom : ∀ w, ‖A w‖ ≤ |μ| * ‖w‖)
    (hvx : inner 𝕜 v x ≠ 0) :
    (∀ k, 0 < growthRatio A x k ∧ growthRatio A x k ≤ |μ|) ∧
      Tendsto (growthRatio A x) atTop (𝓝 |μ|) := by
  have hm : 0 < |μ| := abs_pos.2 hμ
  have hx : A x ≠ 0 := by
    intro h
    have h1 := inner_iterate hA hv x 1
    rw [pow_one, pow_one, h, inner_zero_right] at h1
    exact mul_ne_zero (RCLike.ofReal_ne_zero.2 hμ) hvx h1.symm
  have hpos : ∀ k, 0 < ‖(A ^ k) x‖ := fun k => norm_pos_iff.2 (iterate_ne_zero hA hx k)
  obtain ⟨hr, hmono⟩ := growthRatio_pos_and_monotone hA hx
  have hle : ∀ k, growthRatio A x k ≤ |μ| := by
    intro k
    unfold growthRatio
    rw [div_le_iff₀ (hpos k), iterate_succ]
    exact hdom _
  refine ⟨fun k => ⟨hr k, hle k⟩, tendsto_atTop_isLUB hmono ⟨?_, ?_⟩⟩
  · rintro _ ⟨k, rfl⟩
    exact hle k
  · intro L hL
    by_contra hlt
    have hLm : L < |μ| := lt_of_not_ge hlt
    have hLr : ∀ k, growthRatio A x k ≤ L := fun k => hL ⟨k, rfl⟩
    have hL0 : 0 < L := (hr 0).trans_le (hLr 0)
    -- a smaller bound on the ratios limits the growth of the iterates
    have hgrow : ∀ k, ‖(A ^ k) x‖ ≤ L ^ k * ‖x‖ := by
      intro k
      induction k with
      | zero => simp
      | succ k ih =>
        have h1 : ‖(A ^ (k + 1)) x‖ ≤ L * ‖(A ^ k) x‖ := (div_le_iff₀ (hpos k)).1 (hLr k)
        calc ‖(A ^ (k + 1)) x‖ ≤ L * ‖(A ^ k) x‖ := h1
          _ ≤ L * (L ^ k * ‖x‖) := mul_le_mul_of_nonneg_left ih hL0.le
          _ = L ^ (k + 1) * ‖x‖ := by ring
    -- so the starting overlap is at most a fixed multiple of `(L / |μ|) ^ k`
    have hs : ∀ k : ℕ, ‖inner 𝕜 v x‖ ≤ ‖v‖ * ‖x‖ * (L / |μ|) ^ k := by
      intro k
      rw [div_pow, ← mul_div_assoc, le_div_iff₀ (pow_pos hm k)]
      have h1 := norm_inner_le_norm (𝕜 := 𝕜) v ((A ^ k) x)
      rw [inner_iterate hA hv, norm_mul, norm_pow, RCLike.norm_ofReal] at h1
      have h2 := mul_le_mul_of_nonneg_left (hgrow k) (norm_nonneg v)
      linarith
    have ht := (tendsto_pow_atTop_nhds_zero_of_lt_one (div_pos hL0 hm).le
      ((div_lt_one hm).2 hLm)).const_mul (‖v‖ * ‖x‖)
    have hfin := ge_of_tendsto' ht hs
    rw [mul_zero] at hfin
    exact absurd hfin (not_le_of_gt (norm_pos_iff.2 hvx))

end PowerIterationGrowth
```

```lean
#print axioms PowerIterationGrowth.growthRatio_pos_and_monotone
#print axioms PowerIterationGrowth.growthRatio_succ_eq_iff
#print axioms PowerIterationGrowth.growthRatio_tendsto
```

```
'PowerIterationGrowth.growthRatio_pos_and_monotone' depends on axioms: [propext, Classical.choice, Quot.sound]
'PowerIterationGrowth.growthRatio_succ_eq_iff' depends on axioms: [propext, Classical.choice, Quot.sound]
'PowerIterationGrowth.growthRatio_tendsto' depends on axioms: [propext, Classical.choice, Quot.sound]
```

## How the lemmas carry the inequality

`iterate_succ` writes A^(k+1) x as A applied to A^k x, which lets statements about a single vector y be used along the iteration. `re_inner_apply_apply` is the symmetry step. It takes the real part because the inner product has values in `𝕜`, which may be ℂ. `norm_sq_apply_le` then chains the two estimates of the derivation: `RCLike.re_le_norm` for the real part and `norm_inner_le_norm` for Cauchy–Schwarz. Setting y = A^k x turns this into `norm_sq_iterate_le`, which is statement 1.

In `iterate_ne_zero` the induction runs over the claim A(A^j x) ≠ 0, since the hypothesis concerns Ax. If the next application vanished, the inequality would read ‖A(A^j x)‖² ≤ 0, contrary to the induction hypothesis. The last lines pass to A^k x itself: if it were zero, its image under A would be zero too.

`growthRatio_pos_and_monotone` obtains positivity from quotients of positive norms. For monotonicity, `monotone_nat_of_le_succ` reduces the task to neighbouring steps, `div_le_div_iff₀` clears the positive denominators, and `linarith` matches the result with statement 1.

## How equality and the limit are obtained

`residual_norm_sq` is the expansion of ‖A²y − c y‖². The lemma `norm_sub_sq` produces the cross term, and symmetry turns it into a multiple of ‖Ay‖².

In `growthRatio_succ_eq_iff`, the `generalize` step replaces the iterate by a plain vector y, and `div_eq_div_iff` turns equality of the ratios into equality of products of norms. The forward direction inserts c = ‖A²y‖ / ‖y‖ into the residual; the first `linear_combination` checks that the expression is zero, and a vector of zero norm is zero. The reverse direction evaluates the real part of ⟨y, A²y⟩ with A²y = c y, as in the derivation.

`inner_iterate` proves the overlap formula by induction. The eigenvalue leaves the first slot of the inner product as its complex conjugate, which is μ again because μ is real.

`growthRatio_tendsto` first derives Ax ≠ 0 from the overlap formula with k = 1, so that the monotonicity theorem applies. `tendsto_atTop_isLUB` then reduces convergence to showing that |μ| is the least upper bound of the ratios. That |μ| is an upper bound is `hle`, which comes from `hdom`. For a supposed smaller bound L, `hgrow` is the estimate ‖A^k x‖ ≤ L^k ‖x‖, proved by induction, and `hs` is the resulting bound on |⟨v, x⟩|. Since L/|μ| lies strictly between 0 and 1, its powers tend to zero. `ge_of_tendsto'` carries the bound to the limit, where it would make the norm of a nonzero overlap at most zero.
